# For U > 0, a filled hydrogenic 3d shell cut off by a projector sphere has a positive Dudarev energy

In a DFT+U calculation with projectors confined to atomic spheres, a sphere radius is chosen before the occupation matrix is evaluated. The Dudarev correction then penalises occupations strictly between 0 and 1. For a filled shell of fixed hydrogenic 3d orbitals, the part of each orbital outside the sphere is enough to produce such occupations: the correction is positive at every finite radius R > 0, although no spin-orbital is partly filled.

```lean
import Mathlib

open Filter Topology Set

namespace HubbardProjectorSphere

noncomputable section
```

## The orbital and its weight inside the sphere

In atomic units, the 3d radial function for nuclear charge Z > 0 is

P(r) = 4/(81√30) · Z^(3/2) · (Zr)² · exp(−Zr/3).

The charge `Z` is any positive real number, so it may also be read as an effective charge. In the code the factor Z^(3/2) is written `√(Z ^ 3)`.

```lean
/-- The normalised hydrogenic 3d radial function for nuclear charge `Z > 0`, in atomic units. -/
def radial3d (Z r : ℝ) : ℝ :=
  4 / (81 * √30) * √(Z ^ 3) * (Z * r) ^ 2 * Real.exp (-(Z * r / 3))
```

The angular part is normalised on every shell of radius r, so the fraction of the orbital inside a sphere of radius R is a radial integral:

w(R) = ∫₀ᴿ r² P(r)² dr.

```lean
/-- The weight of the 3d orbital inside a projector sphere of radius `R ≥ 0`. -/
def sphereWeight (Z R : ℝ) : ℝ := ∫ r in (0 : ℝ)..R, r ^ 2 * radial3d Z r ^ 2
```

The closed form of this integral uses the functions

Fₙ(x) = 1 − exp(−x) Σ_{k=0..n} xᵏ/k!.

In Lean, `Finset.range (n + 1)` is the set of indices 0, ..., n.

```lean
/-- The function `1 - exp(-x) ∑ x^k / k!`, with the sum over `k = 0, ..., n`. -/
def expTail (n : ℕ) (x : ℝ) : ℝ :=
  1 - Real.exp (-x) * ∑ k ∈ Finset.range (n + 1), x ^ k / (k.factorial : ℝ)
```

## The shell and its Hubbard energy

Five orbitals and two spins label the rows and columns of the occupation matrix.

```lean
/-- The ten spin-orbitals of a d shell: five orbitals times two spins. -/
abbrev DShell := Fin 5 × Fin 2
```

For an occupation matrix n, the Dudarev energy is

E = (U/2) Tr(n − n²).

Here U is the effective on-site interaction, often written U − J. It enters as a given number and is not computed from the orbitals. The trace runs over both spins, and the matrix is real.

```lean
/-- The Dudarev energy `(U/2) Tr(n - n²)` of a real occupation matrix `n` of the d shell. -/
def dudarevEnergy (U : ℝ) (n : Matrix DShell DShell ℝ) : ℝ :=
  U / 2 * (n - n * n).trace
```

In a filled shell every spin-orbital is occupied once, and the sphere counts each with the same weight w(R), because all five orbitals share one radial function. Different angular functions are orthogonal on each shell of radius r, and different spins are orthogonal too, so the off-diagonal elements vanish. This motivates n = w(R)·1, which the file takes as a definition. Hybridisation, self-consistent relaxation and the tails of neighbouring atoms are left out.

```lean
/-- The occupation matrix of a filled d shell seen through a projector sphere of radius `R`:
each spin-orbital is counted with the weight inside the sphere. -/
def filledShell (Z R : ℝ) : Matrix DShell DShell ℝ := sphereWeight Z R • 1
```

## From the radial function to the closed form

Squaring P gives

r² P(r)² = 16/(6561·30) · Z⁷ r⁶ exp(−2Zr/3).

With a = 2Z/3 the prefactor equals a⁷/720, so

r² P(r)² = a⁷ r⁶ exp(−ar)/720.

The proof replaces the squared roots and the squared exponential by their values, and `ring` compares the coefficients.

```lean
/-- For `Z > 0` the radial density of the 3d orbital is `a^7 r^6 exp(-a r) / 720`
with `a = 2Z/3`. -/
theorem radial_density {Z : ℝ} (hZ : 0 < Z) (r : ℝ) :
    r ^ 2 * radial3d Z r ^ 2 =
      (2 * Z / 3) ^ 7 * r ^ 6 * Real.exp (-(2 * Z / 3 * r)) / 720 := by
  have h30 : √(30 : ℝ) ^ 2 = 30 := Real.sq_sqrt (by norm_num)
  have hZ3 : √(Z ^ 3) ^ 2 = Z ^ 3 := Real.sq_sqrt (by positivity)
  have he : Real.exp (-(Z * r / 3)) ^ 2 = Real.exp (-(2 * Z / 3 * r)) := by
    rw [← Real.exp_nat_mul]
    congr 1
    push_cast
    ring
  calc r ^ 2 * radial3d Z r ^ 2
      = r ^ 2 * (16 / (6561 * √30 ^ 2)) * √(Z ^ 3) ^ 2 * (Z * r) ^ 4
          * Real.exp (-(Z * r / 3)) ^ 2 := by
        unfold radial3d
        ring
    _ = _ := by
        rw [h30, hZ3, he]
        ring
```

The derivative needed for the integral is

Fₙ′(x) = xⁿ exp(−x)/n!.

For n = 0, F₀ = 1 − exp(−x) and the formula is immediate. For the induction step, split off the last term of the sum:

Fₙ₊₁(x) = Fₙ(x) − exp(−x) xⁿ⁺¹/(n+1)!.

Differentiating the product gives

Fₙ₊₁′(x) = xⁿ exp(−x)/n! + exp(−x) xⁿ⁺¹/(n+1)! − exp(−x) xⁿ/n!.

The first and last terms cancel, leaving the formula for n + 1. The Lean induction follows the same split, with `hp` supplying the derivative of the power.

```lean
/-- The derivative of `1 - exp(-x) ∑ x^k / k!`, summed up to `k = n`, is `x^n exp(-x) / n!`. -/
theorem hasDerivAt_expTail (n : ℕ) (x : ℝ) :
    HasDerivAt (expTail n) (x ^ n * Real.exp (-x) / (n.factorial : ℝ)) x := by
  have he : HasDerivAt (fun y : ℝ => Real.exp (-y)) (-Real.exp (-x)) x :=
    (hasDerivAt_neg x).exp.congr_deriv (by ring)
  induction n with
  | zero =>
    have hf : expTail 0 = fun y => 1 - Real.exp (-y) := by
      funext y
      simp [expTail]
    rw [hf]
    exact (he.const_sub 1).congr_deriv (by simp)
  | succ n ih =>
    -- one more term of the sum is split off
    have hf : expTail (n + 1) = fun y =>
        expTail n y - Real.exp (-y) * (y ^ (n + 1) / ((n + 1).factorial : ℝ)) := by
      funext y
      simp only [expTail]
      rw [Finset.sum_range_succ _ (n + 1)]
      ring
    have hn : (n : ℝ) + 1 ≠ 0 := by positivity
    have hp : HasDerivAt (fun y : ℝ => y ^ (n + 1) / ((n + 1).factorial : ℝ))
        (x ^ n / (n.factorial : ℝ)) x :=
      ((hasDerivAt_pow (n + 1) x).div_const _).congr_deriv (by
        rw [Nat.factorial_succ, Nat.add_sub_cancel]
        push_cast
        exact mul_div_mul_left _ _ hn)
    rw [hf]
    exact (ih.fun_sub (he.fun_mul hp)).congr_deriv (by ring)
```

By the chain rule,

d/dr F₆(ar) = a · (ar)⁶ exp(−ar)/720 = r² P(r)².

Since F₆(0) = 0, the fundamental theorem of calculus gives, with x = aR,

w(R) = F₆(x) = 1 − exp(−x) Σ_{k=0..6} xᵏ/k!.

In the proof, `hd` is the derivative statement and `hc` the continuity that makes the density integrable.

```lean
/-- For `Z > 0` the weight inside the sphere is `1 - exp(-x) ∑ x^k / k!`, with the sum over
`k = 0, ..., 6` and `x = 2ZR/3`. -/
theorem sphereWeight_eq {Z : ℝ} (hZ : 0 < Z) (R : ℝ) :
    sphereWeight Z R = 1 - Real.exp (-(2 * Z / 3 * R)) *
      ∑ k ∈ Finset.range 7, (2 * Z / 3 * R) ^ k / (k.factorial : ℝ) := by
  have h720 : ((Nat.factorial 6 : ℕ) : ℝ) = 720 := by norm_num [Nat.factorial]
  have h0 : expTail 6 0 = 0 := by simp [expTail, Finset.sum_range_succ]
  -- the closed form is an antiderivative of the radial density
  have hd : ∀ r ∈ uIcc 0 R, HasDerivAt (fun s => expTail 6 (2 * Z / 3 * s))
      (r ^ 2 * radial3d Z r ^ 2) r := by
    intro r _
    have h1 : HasDerivAt (fun s : ℝ => 2 * Z / 3 * s) (2 * Z / 3) r :=
      ((hasDerivAt_id' r).const_mul (2 * Z / 3)).congr_deriv (mul_one _)
    exact ((hasDerivAt_expTail 6 (2 * Z / 3 * r)).comp r h1).congr_deriv (by
      rw [radial_density hZ, h720]
      ring)
  have hc : Continuous fun r => r ^ 2 * radial3d Z r ^ 2 := by
    unfold radial3d
    fun_prop
  rw [sphereWeight, intervalIntegral.integral_eq_sub_of_hasDerivAt hd
    (hc.intervalIntegrable _ _)]
  simp only [mul_zero, h0, sub_zero]
  rfl
```

## Growth, bounds and normalisation

For x > 0 the derivative x⁶ exp(−x)/720 is positive. It vanishes at x = 0, but continuity there extends strict growth to all x ≥ 0. Since a > 0, R < S implies aR < aS, and so w(R) < w(S). The set `Ici 0` in the statement is the half-line R ≥ 0.

```lean
/-- For `Z > 0` the weight grows strictly with the radius `R ≥ 0` of the sphere. -/
theorem sphereWeight_strictMonoOn {Z : ℝ} (hZ : 0 < Z) :
    StrictMonoOn (sphereWeight Z) (Ici 0) := by
  have ht : StrictMonoOn (expTail 6) (Ici 0) := by
    refine strictMonoOn_of_deriv_pos (convex_Ici 0)
      (fun x _ => (hasDerivAt_expTail 6 x).continuousAt.continuousWithinAt) ?_
    intro x hx
    rw [interior_Ici] at hx
    have hx' : 0 < x := hx
    rw [(hasDerivAt_expTail 6 x).deriv]
    positivity
  have e : ∀ R, sphereWeight Z R = expTail 6 (2 * Z / 3 * R) := sphereWeight_eq hZ
  intro R hR S hS h
  have hR' : 0 ≤ R := hR
  have hS' : 0 ≤ S := hS
  rw [e, e]
  refine ht (mem_Ici.2 (by positivity)) (mem_Ici.2 (by positivity)) ?_
  exact mul_lt_mul_of_pos_left h (by positivity)
```

Strict growth from w(0) = 0 gives w(R) > 0 for R > 0. The term subtracted from 1 in the closed form is a positive exponential times a positive sum, so w(R) < 1.

```lean
/-- For `Z > 0` and `R > 0` the weight lies strictly between 0 and 1. -/
theorem sphereWeight_mem_Ioo {Z R : ℝ} (hZ : 0 < Z) (hR : 0 < R) :
    0 < sphereWeight Z R ∧ sphereWeight Z R < 1 := by
  constructor
  · have h := sphereWeight_strictMonoOn hZ (mem_Ici.2 le_rfl) (mem_Ici.2 hR.le) hR
    have h0 : sphereWeight Z 0 = 0 := by simp [sphereWeight]
    rwa [h0] at h
  · have hs : 0 < ∑ k ∈ Finset.range 7, (2 * Z / 3 * R) ^ k / (k.factorial : ℝ) :=
      Finset.sum_pos (fun k _ => by positivity) ⟨0, by simp⟩
    have hp := mul_pos (Real.exp_pos (-(2 * Z / 3 * R))) hs
    rw [sphereWeight_eq hZ]
    linarith
```

As x → ∞, each of the seven terms xᵏ exp(−x)/k! tends to zero, so w(R) → 1. This also confirms that the radial function is normalised. In Lean the limit is taken term by term and then carried over to R through x = aR.

```lean
/-- For `Z > 0` the weight tends to 1 as the sphere grows without bound. -/
theorem sphereWeight_tendsto_one {Z : ℝ} (hZ : 0 < Z) :
    Tendsto (sphereWeight Z) atTop (𝓝 1) := by
  have ht : Tendsto (expTail 6) atTop (𝓝 1) := by
    -- the exponential beats each power in the sum
    have hs : Tendsto (fun x : ℝ => ∑ k ∈ Finset.range 7,
        x ^ k * Real.exp (-x) / (k.factorial : ℝ)) atTop
        (𝓝 (∑ k ∈ Finset.range 7, (0 : ℝ) / (k.factorial : ℝ))) :=
      tendsto_finsetSum _ fun k _ =>
        (Real.tendsto_pow_mul_exp_neg_atTop_nhds_zero k).div_const _
    have h1 := hs.const_sub 1
    simp only [zero_div, Finset.sum_const_zero, sub_zero] at h1
    refine h1.congr fun x => ?_
    simp only [expTail, Finset.mul_sum]
    congr 1
    exact Finset.sum_congr rfl fun k _ => by ring
  have ha : 0 < 2 * Z / 3 := by positivity
  exact (ht.comp (Filter.Tendsto.const_mul_atTop ha tendsto_id)).congr
    fun R => (sphereWeight_eq hZ R).symm
```

## The energy left by the missing tail

For n = w·1 we have n² = w²·1, and the 10 × 10 identity has trace 10. Therefore

E = (U/2) · 10(w − w²) = 5U w(1 − w).

This identity needs no sign condition on U, Z or R.

```lean
/-- A filled d shell whose spin-orbitals each have weight `w` inside the sphere has
Dudarev energy `5 U w (1 - w)`. -/
theorem dudarevEnergy_filledShell (U Z R : ℝ) :
    dudarevEnergy U (filledShell Z R) =
      5 * U * sphereWeight Z R * (1 - sphereWeight Z R) := by
  have hc : (Fintype.card DShell : ℝ) = 10 := by norm_num [Fintype.card_prod]
  rw [dudarevEnergy, filledShell, smul_mul_smul_comm, one_mul, ← sub_smul,
    Matrix.trace_smul, Matrix.trace_one, hc, smul_eq_mul]
  ring
```

If U, Z and R are positive, then U, w and 1 − w are all positive, and so is E.

```lean
/-- For `U > 0`, `Z > 0` and a sphere of finite radius `R > 0`, the Dudarev energy of the
filled d shell is strictly positive. -/
theorem dudarevEnergy_filledShell_pos {U Z R : ℝ} (hU : 0 < U) (hZ : 0 < Z) (hR : 0 < R) :
    0 < dudarevEnergy U (filledShell Z R) := by
  obtain ⟨h0, h1⟩ := sphereWeight_mem_Ioo hZ hR
  have h2 : 0 < 1 - sphereWeight Z R := by linarith
  rw [dudarevEnergy_filledShell]
  positivity
```

## The radius with the largest energy

Because w(R) → 1, there is a radius S > 0 with w(S) > 1/2. Since w is continuous and w(0) = 0, the intermediate value theorem gives an R₀ between 0 and S with w(R₀) = 1/2, and R₀ is not 0. Completing the square,

E(R) = 5U/4 − 5U (w(R) − 1/2)².

Strict growth means that w(R) ≠ 1/2 at every other R ≥ 0, so E(R) < E(R₀) there. The Lean proof obtains w(R) ≠ 1/2 from injectivity, and `nlinarith` finishes with the positive square `hsq`. The energy is thus largest when half of each orbital lies inside the sphere.

```lean
/-- For `U > 0` and `Z > 0` there is a radius at which half of the orbital lies inside the
sphere, and the Dudarev energy of the filled shell is strictly smaller at every other radius. -/
theorem exists_worst_radius {U Z : ℝ} (hU : 0 < U) (hZ : 0 < Z) :
    ∃ R₀ > 0, sphereWeight Z R₀ = 1 / 2 ∧ ∀ R ≥ 0, R ≠ R₀ →
      dudarevEnergy U (filledShell Z R) < dudarevEnergy U (filledShell Z R₀) := by
  have hcont : Continuous (sphereWeight Z) := by
    have e : sphereWeight Z = fun R => expTail 6 (2 * Z / 3 * R) :=
      funext (sphereWeight_eq hZ)
    have ht : Continuous (expTail 6) :=
      continuous_iff_continuousAt.2 fun x => (hasDerivAt_expTail 6 x).continuousAt
    rw [e]
    exact ht.comp (continuous_const.mul continuous_id)
  have h0 : sphereWeight Z 0 = 0 := by simp [sphereWeight]
  have hhalf : (1 / 2 : ℝ) < 1 := by norm_num
  obtain ⟨S, hS, hS0⟩ := (((sphereWeight_tendsto_one hZ).eventually
    (lt_mem_nhds hhalf)).and (eventually_gt_atTop 0)).exists
  -- the weight passes through one half between 0 and S
  obtain ⟨R₀, hR₀, hw⟩ := intermediate_value_Icc hS0.le hcont.continuousOn
    (show (1 / 2 : ℝ) ∈ Icc (sphereWeight Z 0) (sphereWeight Z S) from
      ⟨by rw [h0]; norm_num, hS.le⟩)
  have hne : R₀ ≠ 0 := by
    rintro rfl
    rw [h0] at hw
    norm_num at hw
  refine ⟨R₀, lt_of_le_of_ne hR₀.1 hne.symm, hw, fun R hR hRne => ?_⟩
  have hwne : sphereWeight Z R - 1 / 2 ≠ 0 := fun h =>
    hRne ((sphereWeight_strictMonoOn hZ).injOn (mem_Ici.2 hR) (mem_Ici.2 hR₀.1)
      (by rw [hw]; linarith))
  have hsq : 0 < U * (sphereWeight Z R - 1 / 2) ^ 2 := by positivity
  rw [dudarevEnergy_filledShell, dudarevEnergy_filledShell, hw]
  nlinarith [hsq]

end

end HubbardProjectorSphere
```

The condition Z > 0 matters. At Z = 0 the radial function above is identically zero, so w(R) = 0 for every R: the weight does not grow, no radius gives w = 1/2, and the energy is zero for every U.

```lean
#print axioms HubbardProjectorSphere.dudarevEnergy_filledShell_pos
#print axioms HubbardProjectorSphere.exists_worst_radius
```

```
'HubbardProjectorSphere.dudarevEnergy_filledShell_pos' depends on axioms: [propext, Classical.choice, Quot.sound]
'HubbardProjectorSphere.exists_worst_radius' depends on axioms: [propext, Classical.choice, Quot.sound]
```
